# A nonzero idempotent matrix compresses every operator to a multiple of itself exactly when its trace is one

An effective Hamiltonian for a lossy system, written in a finite basis, is in general not Hermitian. A simple eigenvalue then has a right eigenvector $|R\rangle$ and a left eigenvector $\langle L|$ that need not be conjugates of each other. With the normalisation $\langle L|R\rangle=1$, the projector onto the level is $P=|R\rangle\langle L|$, which satisfies $P^2=P$ but is usually not Hermitian. Restricting an observable $X$ to the level means forming $PXP$. For a single level one expects a number times $P$; for a projector onto two levels, a $2\times2$ block can survive. The problems below ask how to recognise the first case from $P$ alone, without assuming that $P$ is Hermitian.

Operators are complex square matrices whose rows and columns are labelled by a finite type `n`, the set of basis states. Infinite-dimensional spaces are not covered.

```lean
import Mathlib

open Matrix

namespace RankOneCompression

variable {n : Type*} [Fintype n] [DecidableEq n]
```

The property in question gets a name. `CompressesToScalars P` says that for every $X$ there is a complex number $c$ with $PXP=cP$. The number may depend on $X$, and the definition requires neither $P^2=P$ nor $P\neq0$.

```lean
/-- Sandwiching any operator `X` between two copies of `P` gives a scalar multiple of `P`. -/
def CompressesToScalars (P : Matrix n n ℂ) : Prop :=
  ∀ X : Matrix n n ℂ, ∃ c : ℂ, P * X * P = c • P
```

## (a) Matrix elements that factorise

**Task.** Suppose that $P$ compresses every operator to a multiple of itself, and that the element $P_{ba}$ is nonzero. Show that for all $i,j$

$$P_{ia}P_{bj}=P_{ba}P_{ij}.$$

**Solution.** Choose $X=|a\rangle\langle b|$, the matrix with a single 1 in row $a$ and column $b$. The element of $PXP$ in row $k$ and column $l$ is $P_{ka}P_{bl}$, so by assumption there is one number $c$ with

$$P_{ka}P_{bl}=c\,P_{kl}\quad\text{for all }k,l.$$

Setting $k=b$ and $l=a$ gives $P_{ba}P_{ba}=c\,P_{ba}$. Since $P_{ba}\neq0$, it follows that $c=P_{ba}$. Putting this back with $k=i$, $l=j$ gives the claim.

In the Lean proof, `vecMulVec (Pi.single a 1) (Pi.single b 1)` is the operator $|a\rangle\langle b|$. The intermediate statement `entry` is the equation with $c$, and `hcv` identifies $c$ by cancelling the nonzero element. Idempotency is not used.

```lean
/-- If `P` compresses every operator to a multiple of itself, its matrix elements factorise
through any nonzero element `P b a`. -/
theorem entries_factorise {P : Matrix n n ℂ} (h : CompressesToScalars P) {a b : n}
    (hab : P b a ≠ 0) (i j : n) : P i a * P b j = P b a * P i j := by
  -- insert the transition operator from basis state b to basis state a
  obtain ⟨c, hc⟩ := h (vecMulVec (Pi.single a 1) (Pi.single b 1))
  rw [Matrix.mul_vecMulVec, Matrix.vecMulVec_mul] at hc
  have entry : ∀ k l, P k a * P b l = c * P k l := by
    intro k l
    have hkl := congrFun (congrFun hc k) l
    simpa [vecMulVec_apply] using hkl
  -- the element (b, a) itself fixes the scalar
  have hcv : P b a = c := mul_right_cancel₀ hab (entry b a)
  rw [hcv]
  exact entry i j
```

## (b) A ket-bra acting on a vector

**Task.** Let $u$ be a column of ket components and $w$ a row of bra components. Write $|u\rangle\langle w|$ for the matrix with elements $u_iw_j$, and $\langle w|v\rangle=\sum_k w_kv_k$. Show that

$$|u\rangle\langle w|\,v=\langle w|v\rangle\,u.$$

**Solution.** Component $i$ of the left side is

$$\sum_k u_iw_kv_k=\Big(\sum_k w_kv_k\Big)u_i .$$

The convention matters for reading everything that follows. Because $w$ already lists the components of the bra, no complex conjugate appears in $\langle w|v\rangle$. For an orthogonal projector onto a normalised ket $u$, one would take $w_k=\overline{u_k}$. In Lean the ket-bra is `vecMulVec u w`, the pairing is `w ⬝ᵥ v`, and `*ᵥ` is a matrix acting on a vector. The proof expands both sides into sums and compares them term by term.

```lean
omit [DecidableEq n] in
/-- A ket-bra `|u⟩⟨w|` sends a vector `v` to `⟨w|v⟩ u`, where `w` lists the components
of the bra. -/
theorem ketbra_mulVec (u w v : n → ℂ) : vecMulVec u w *ᵥ v = (w ⬝ᵥ v) • u := by
  ext i
  simp only [Matrix.mulVec, dotProduct, vecMulVec_apply, Pi.smul_apply, smul_eq_mul,
    Finset.sum_mul]
  exact Finset.sum_congr rfl fun k _ => by ring
```

## (c) Compression by a ket-bra

**Task.** Show that for every operator $X$, and without any normalisation of $u$ and $w$,

$$|u\rangle\langle w|\,X\,|u\rangle\langle w|=\operatorname{tr}\big(|u\rangle\langle w|X\big)\,|u\rangle\langle w|.$$

**Solution.** The trace is a matrix element between the bra and the ket:

$$\operatorname{tr}\big(|u\rangle\langle w|X\big)=\sum_{i,k}u_iw_kX_{ki}=\sum_k w_k(Xu)_k=\langle w|Xu\rangle .$$

For the product, $X|u\rangle\langle w|=|Xu\rangle\langle w|$. Acting with $|u\rangle\langle w|$ from the left and using (b) on the vector $Xu$ gives $\langle w|Xu\rangle\,|u\rangle\langle w|$, with the same coefficient.

The Lean proof has these two halves. `htr` evaluates the trace, after a cyclic permutation that puts $X$ in front of the ket. The remaining rewrites move $X$ and then the left ket-bra onto $u$, where `ketbra_mulVec` from (b) applies.

```lean
omit [DecidableEq n] in
/-- Compression by a ket-bra: `|u⟩⟨w| X |u⟩⟨w| = tr(|u⟩⟨w| X) |u⟩⟨w|`. -/
theorem ketbra_compression (u w : n → ℂ) (X : Matrix n n ℂ) :
    vecMulVec u w * X * vecMulVec u w = (vecMulVec u w * X).trace • vecMulVec u w := by
  -- the trace is the matrix element of X between the bra and the ket
  have htr : (vecMulVec u w * X).trace = w ⬝ᵥ (X *ᵥ u) := by
    rw [Matrix.trace_mul_comm, Matrix.mul_vecMulVec]
    exact Finset.sum_congr rfl fun i _ => mul_comm _ _
  rw [htr, Matrix.mul_assoc, Matrix.mul_vecMulVec, Matrix.mul_vecMulVec, ketbra_mulVec]
  ext i j
  simp only [vecMulVec_apply, Matrix.smul_apply, Pi.smul_apply, smul_eq_mul]
  ring
```

## (d) Idempotents of trace one

**Task.** Show that a matrix $P$ satisfies $P^2=P$ and $\operatorname{tr}P=1$ if and only if there are $u$ and $w$ with

$$P=|u\rangle\langle w|,\qquad \langle w|u\rangle=1 .$$

**Solution.** Let $P^2=P$. Every vector splits as $v=Pv+(v-Pv)$, where the first part lies in the range of $P$ and the second is annihilated by $P$. On its range $P$ acts as the identity, so the two subspaces share only the zero vector. In a basis adapted to this splitting, $P$ is diagonal with $r$ ones followed by zeros, where $r$ is the dimension of the range. The trace does not depend on the basis, hence $\operatorname{tr}P=r$.

If the trace is one, the range is a line, spanned by some nonzero $u$. Column $j$ of $P$ is the image of basis vector $j$, so it lies on that line, and $P_{ij}=u_iw_j$ for some number $w_j$. Collecting these numbers into $w$ gives $P=|u\rangle\langle w|$ and

$$\langle w|u\rangle=\sum_i w_iu_i=\sum_iP_{ii}=1 .$$

Conversely, if $P=|u\rangle\langle w|$ with $\langle w|u\rangle=1$, then (b) gives $P^2=\langle w|u\rangle P=P$, and $\operatorname{tr}P=\sum_iu_iw_i=1$.

In Lean, `hproj` records that $P$ is a projection onto its range. Mathlib's theorem that the trace of a projection is the dimension of its range then yields `hr`, a range of dimension one. `hcol` is the statement about columns, and `choose` assembles the numbers $w_j$ into the vector `w`. The second bullet is the converse.

```lean
/-- The idempotents of trace one are exactly the ket-bras `|u⟩⟨w|` with `⟨w|u⟩ = 1`. -/
theorem idempotent_trace_one_iff_ketbra (P : Matrix n n ℂ) :
    (P * P = P ∧ P.trace = 1) ↔
      ∃ u w : n → ℂ, w ⬝ᵥ u = 1 ∧ P = vecMulVec u w := by
  constructor
  · rintro ⟨hP, ht⟩
    -- the trace of a projector is the dimension of its range
    have hproj : LinearMap.IsProj (LinearMap.range (Matrix.toLin' P)) (Matrix.toLin' P) := by
      refine ⟨fun x => ⟨x, rfl⟩, ?_⟩
      rintro _ ⟨y, rfl⟩
      simp only [Matrix.toLin'_apply, Matrix.mulVec_mulVec, hP]
    have htr : LinearMap.trace ℂ (n → ℂ) (Matrix.toLin' P) = P.trace := by
      rw [LinearMap.trace_eq_matrix_trace ℂ (Pi.basisFun ℂ n),
        LinearMap.toMatrix_eq_toMatrix', LinearMap.toMatrix'_toLin']
    have hr : Module.finrank ℂ (LinearMap.range (Matrix.toLin' P)) = 1 := by
      have h := hproj.trace
      rw [htr, ht] at h
      exact_mod_cast h.symm
    -- hence every column of P is a multiple of one vector u
    obtain ⟨⟨u, hu⟩, _, hspan⟩ := finrank_eq_one_iff'.mp hr
    have hcol : ∀ j, ∃ c : ℂ, ∀ i, P i j = u i * c := by
      intro j
      obtain ⟨c, hc⟩ := hspan ⟨Matrix.toLin' P (Pi.single j 1), ⟨_, rfl⟩⟩
      refine ⟨c, fun i => ?_⟩
      have h := congrFun (congrArg Subtype.val hc) i
      have h' : c * u i = P i j := by simpa [Matrix.toLin'_apply] using h
      rw [← h', mul_comm]
    choose w hw using hcol
    have hwu : w ⬝ᵥ u = P.trace :=
      Finset.sum_congr rfl fun i _ => (mul_comm _ _).trans (hw i i).symm
    refine ⟨u, w, hwu.trans ht, ?_⟩
    ext i j
    rw [vecMulVec_apply]
    exact hw j i
  · rintro ⟨u, w, h, rfl⟩
    constructor
    · rw [Matrix.mul_vecMulVec, ketbra_mulVec, h, one_smul]
    · rw [← h]
      exact Finset.sum_congr rfl fun i _ => mul_comm _ _
```

## (e) The coefficient for trace one

**Task.** Let $P^2=P$ and $\operatorname{tr}P=1$. Show that for every $X$

$$PXP=\operatorname{tr}(PX)\,P .$$

**Solution.** By (d), $P=|u\rangle\langle w|$ for some $u$ and $w$. Substituting this into (c) gives the formula.

The Lean proof does the same: it extracts `u` and `w`, replaces `P` by the ket-bra, and applies `ketbra_compression`.

```lean
/-- An idempotent `P` of trace one satisfies `P X P = tr(P X) P` for every operator `X`. -/
theorem compression_formula {P : Matrix n n ℂ} (hP : P * P = P) (ht : P.trace = 1)
    (X : Matrix n n ℂ) : P * X * P = (P * X).trace • P := by
  obtain ⟨u, w, _, rfl⟩ := (idempotent_trace_one_iff_ketbra P).mp ⟨hP, ht⟩
  exact ketbra_compression u w X
```

## (f) The trace as a criterion

**Task.** Let $P^2=P$ and $P\neq0$. Show that

$$\big(\text{for every }X\text{ there is }c\text{ with }PXP=cP\big)\iff\operatorname{tr}P=1,$$

and that the coefficient is then $c=\operatorname{tr}(PX)$.

**Solution.** If $\operatorname{tr}P=1$, part (e) gives both the compression property and the coefficient.

For the other direction, suppose that $P$ compresses every operator to a multiple of itself. Since $P\neq0$, some element $P_{ba}$ is nonzero. Part (a) with $j=i$ reads $P_{ia}P_{bi}=P_{ba}P_{ii}$. Summing over $i$,

$$P_{ba}\operatorname{tr}P=\sum_iP_{bi}P_{ia}=(P^2)_{ba}=P_{ba},$$

and division by $P_{ba}$ gives $\operatorname{tr}P=1$.

The condition $P\neq0$ is needed for this direction. The zero matrix is idempotent and compresses every operator to a multiple of itself, yet its trace is zero.

The Lean theorem is a conjunction: the equivalence, and the formula under the condition of trace one. Its hypotheses are `hP` for $P^2=P$ and `h0` for $P\neq0$; Hermiticity does not appear. The `calc` block is the displayed chain of equalities, and the last line cancels the nonzero element.

In electronic structure, this applies to a single orbital in a finite nonorthogonal basis. With overlap matrix $S$ and coefficient column $d$ normalised by $d^\dagger Sd=1$, the projector acting on coefficient vectors is $P=dd^\dagger S$, which has trace one and is in general not a Hermitian matrix. The matrix $X$ must act on coefficient vectors too: for an observable whose matrix elements between basis functions form the matrix $A$, it is $X=S^{-1}A$, and then $\operatorname{tr}(PX)=d^\dagger Ad$ is the expectation value in the orbital.

```lean
/-- A nonzero idempotent `P`, Hermitian or not, compresses every operator to a multiple of
itself if and only if `tr P = 1`, and in that case `P X P = tr(P X) P`. -/
theorem compresses_iff_trace_one {P : Matrix n n ℂ} (hP : P * P = P) (h0 : P ≠ 0) :
    (CompressesToScalars P ↔ P.trace = 1) ∧
      (P.trace = 1 → ∀ X : Matrix n n ℂ, P * X * P = (P * X).trace • P) := by
  refine ⟨⟨fun h => ?_, fun ht X => ⟨_, compression_formula hP ht X⟩⟩,
    fun ht X => compression_formula hP ht X⟩
  -- pick a nonzero matrix element of P
  obtain ⟨b, a, hab⟩ : ∃ b a, P b a ≠ 0 := by
    by_contra hne
    push Not at hne
    exact h0 (by ext i j; exact hne i j)
  -- sum the factorised elements over the diagonal and use P² = P
  have key : P b a * P.trace = P b a * 1 := by
    calc P b a * P.trace = ∑ i, P b a * P i i := Finset.mul_sum _ _ _
      _ = ∑ i, P b i * P i a :=
          Finset.sum_congr rfl fun i _ => by rw [← entries_factorise h hab i i, mul_comm]
      _ = (P * P) b a := (Matrix.mul_apply).symm
      _ = P b a * 1 := by rw [hP, mul_one]
  exact mul_left_cancel₀ hab key
```

## (g) Two operators in sequence

**Task.** Let $P^2=P$ and $\operatorname{tr}P=1$. Show that for all $X$ and $Y$

$$PXPYP=\operatorname{tr}(PX)\operatorname{tr}(PY)\,P .$$

**Solution.** Apply (e) first to $X$ and then to $Y$:

$$(PXP)YP=\operatorname{tr}(PX)\,PYP=\operatorname{tr}(PX)\operatorname{tr}(PY)\,P .$$

For the lossy level of the opening, the two factors are $\langle L|X|R\rangle$ and $\langle L|Y|R\rangle$. The Lean proof uses `compression_formula` twice and moves the first scalar to the front in between.

```lean
/-- For an idempotent of trace one, the scalars of successive compressions multiply:
`P X P Y P = tr(P X) tr(P Y) P`. -/
theorem sequential_compression {P : Matrix n n ℂ} (hP : P * P = P) (ht : P.trace = 1)
    (X Y : Matrix n n ℂ) :
    P * X * P * Y * P = ((P * X).trace * (P * Y).trace) • P := by
  rw [compression_formula hP ht X, Matrix.smul_mul, Matrix.smul_mul,
    compression_formula hP ht Y, smul_smul]
```

## (h) An oblique projector in a two-level system

**Task.** Show that

$$P=\begin{pmatrix}1&1\\0&0\end{pmatrix}$$

satisfies $P^2=P$, $P\neq0$, $P^\dagger\neq P$ and $\operatorname{tr}P=1$.

**Solution.** Number the levels 0 and 1. The matrix sends $(v_0,v_1)$ to $(v_0+v_1,0)$, and a second application changes nothing, so $P^2=P$. It is nonzero because $P_{00}=1$. It is not Hermitian because $P_{01}=1$ while $P_{10}=0$. Its trace is $1+0=1$.

In the form of (d), $u=(1,0)$ and $w=(1,1)$. The coefficient in (e) is therefore $\operatorname{tr}(PX)=X_{00}+X_{10}$, whereas the orthogonal projector onto the same line gives $X_{00}$.

The matrix is first defined under the name `oblique`.

```lean
/-- An oblique projector on a two-level system. -/
def oblique : Matrix (Fin 2) (Fin 2) ℂ := !![1, 1; 0, 0]
```

The four properties are then checked from its elements.

```lean
/-- The oblique projector is a nonzero, non-Hermitian idempotent of trace one. -/
theorem oblique_witness :
    oblique * oblique = oblique ∧ oblique ≠ 0 ∧ ¬ oblique.IsHermitian ∧
      oblique.trace = 1 := by
  refine ⟨?_, ?_, ?_, ?_⟩
  · ext i j
    fin_cases i <;> fin_cases j <;> simp [oblique, Matrix.mul_apply, Fin.sum_univ_succ]
  · intro h
    have h00 := congrFun (congrFun h 0) 0
    simp [oblique] at h00
  · intro h
    have h01 := h.apply 0 1
    simp [oblique] at h01
  · simp [oblique, Matrix.trace_fin_two]
```

## (i) Trace one without idempotency

**Task.** Let $P=\tfrac12\mathbb 1$ on a two-level system, the density matrix of the maximally mixed state. Show that

$$\operatorname{tr}P=1,\qquad P^2\neq P,$$

and that $P$ does not compress every operator to a multiple of itself.

**Solution.** The trace is $\tfrac12+\tfrac12=1$, and $P^2=\tfrac14\mathbb 1\neq P$. For $X=|0\rangle\langle0|$ one finds $PXP=\tfrac14|0\rangle\langle0|$, which is not a multiple of the identity and so not a multiple of $P$. If $P^2=P$ is dropped from (f), trace one no longer implies compression.

The last item in Lean goes through (a) with $a=b=0$ and $i=j=1$. That choice would require $P_{10}P_{01}=P_{00}P_{11}$, that is, $0=\tfrac14$.

```lean
/-- Half the identity on a two-level system has trace one, but it is not idempotent and does
not compress every operator to a multiple of itself. -/
theorem half_identity_not_compressing :
    (!![1/2, 0; 0, 1/2] : Matrix (Fin 2) (Fin 2) ℂ).trace = 1 ∧
      (!![1/2, 0; 0, 1/2] : Matrix (Fin 2) (Fin 2) ℂ) * !![1/2, 0; 0, 1/2]
        ≠ !![1/2, 0; 0, 1/2] ∧
      ¬ CompressesToScalars (!![1/2, 0; 0, 1/2] : Matrix (Fin 2) (Fin 2) ℂ) := by
  refine ⟨?_, ?_, ?_⟩
  · rw [Matrix.trace_fin_two]
    norm_num
  · intro h
    have h00 := congrFun (congrFun h 0) 0
    norm_num [Matrix.mul_apply, Fin.sum_univ_succ] at h00
  · intro h
    have h11 := entries_factorise h (a := 0) (b := 0) (by norm_num) 1 1
    norm_num at h11

end RankOneCompression
```

```lean
#print axioms RankOneCompression.compresses_iff_trace_one
#print axioms RankOneCompression.sequential_compression
#print axioms RankOneCompression.half_identity_not_compressing
```

```
'RankOneCompression.compresses_iff_trace_one' depends on axioms: [propext, Classical.choice, Quot.sound]
'RankOneCompression.sequential_compression' depends on axioms: [propext, Classical.choice, Quot.sound]
'RankOneCompression.half_identity_not_compressing' depends on axioms: [propext, Classical.choice, Quot.sound]
```
